# At equal entropy, two-level temperatures scale with the gap

## Definitions and conventions

A two-level system has energies \(+D\) and \(-D\), so its gap is \(2D\) and \(D\) is the half-gap. Temperature \(T\) is measured in energy units, with Boltzmann's constant set to one. The partition function is \(Z = 2\cosh(D/T)\) and the mean energy is \(U = -D\tanh(D/T)\). The equilibrium entropy \(S = \ln Z + U/T\) therefore depends only on the reduced half-gap \(x = D/T\):
\[
s(x) = \ln(2\cosh x) - x\tanh x .
\]

For a spin-1/2 in an applied field \(h\) perpendicular to an internal field \(b\), both in energy units, the Hamiltonian \(h\sigma_x + b\sigma_z\) has eigenvalues \(\pm\sqrt{h^2+b^2}\). The half-gap is then \(D(h) = \sqrt{h^2+b^2}\). The constant \(b\) stands for the field that the spin still feels from its surroundings when the applied field is off.

## Monotonicity and the ratio law

**Claim.** The function \(s\) is strictly decreasing on \(x \ge 0\). For positive \(D, D', T, T'\),
\[
s(D/T) = s(D'/T') \iff \frac{T'}{T} = \frac{D'}{D}.
\]

The first term of \(s\) has derivative \(\tanh x\), and the second has derivative \(-\tanh x - x/\cosh^2 x\). The hyperbolic tangents cancel:
\[
s'(x) = -\frac{x}{\cosh^2 x}.
\]
This is negative for \(x>0\) and zero at \(x=0\). If \(0 \le x < y\), the mean value theorem gives a point \(\xi\) with \(x<\xi<y\) and \(s(y)-s(x) = s'(\xi)(y-x)\). Since \(\xi>0\), the right-hand side is negative, so \(s(y)<s(x)\), including when \(x=0\).

A strictly decreasing function takes no value twice. Equal entropies therefore mean \(D/T = D'/T'\), that is \(DT' = D'T\), and dividing by \(DT\) gives the ratio law. Each step can be reversed.

Four consequences follow.

- At fixed \(T>0\), raising the half-gap from \(D\ge 0\) to \(D'>D\) raises \(x\) and so lowers the entropy. This is the isothermal magnetisation stage.
- Between two states of equal entropy, \(T'/T<1\) exactly when \(D'/D<1\): the temperature falls exactly when the gap does.
- Since \(s(0)=\ln 2\), every state with \(D>0\) and \(T>0\) has entropy below \(\ln 2\).
- With \(b>0\), a change from \(h\) to \(h'\) at constant entropy gives
\[
T' = T\,\frac{\sqrt{h'^2+b^2}}{\sqrt{h^2+b^2}} \;\ge\; \frac{T\,b}{\sqrt{h^2+b^2}},
\]
because \(\sqrt{h'^2+b^2}\ge b\). Equality requires \(h'^2+b^2=b^2\), which means \(h'=0\).

For independent spins-1/2, this is the thermodynamics behind cooling by demagnetisation. In this model, where the internal field is constant and perpendicular to the applied one, it sets the lowest temperature that one such step can reach from a given starting temperature and applied field.

## The entropy and the half-gap in Lean

```lean
import Mathlib

open Set

namespace AdiabaticDemagnetisation

noncomputable section
```

The entropy is defined directly as a real function of the reduced half-gap. The passage from the Gibbs state to this formula, given above, belongs to the physics and is not part of the file.

```lean
/-- Entropy, in units of the Boltzmann constant, of a two-level system with levels `+D` and `-D`
at temperature `T`, as a function of the reduced half-gap `x = D / T`. -/
def twoLevelEntropy (x : ℝ) : ℝ :=
  Real.log (2 * Real.cosh x) - x * Real.tanh x
```

The half-gap is likewise a formula in two real fields, with no matrix behind it. The applied field may have either sign. Taking \(b\) constant and perpendicular to \(h\) is an idealisation: in a real salt the internal field comes at least partly from the other spins and can change as they order.

```lean
/-- Half-gap of a spin in an applied field `h` perpendicular to an internal field `b`,
both in energy units. -/
def halfGap (h b : ℝ) : ℝ := Real.sqrt (h ^ 2 + b ^ 2)
```

## The slope and its sign

`HasDerivAt twoLevelEntropy (-(x / Real.cosh x ^ 2)) x` says that the entropy is differentiable at `x` with the stated slope, for every real `x`. The proof writes \(\tanh\) as \(\sinh/\cosh\). Then `h1` differentiates the logarithm, `h2` applies the product and quotient rules, and `h3` supplies \(\cosh^2 x-\sinh^2 x=1\). The closing `ring` carries out the cancellation of the two \(\tanh\) terms.

```lean
/-- The slope of the entropy with respect to the reduced half-gap is `-x / cosh² x`. -/
theorem hasDerivAt_twoLevelEntropy (x : ℝ) :
    HasDerivAt twoLevelEntropy (-(x / Real.cosh x ^ 2)) x := by
  have hc := Real.cosh_pos x
  have h1 : HasDerivAt (fun y => Real.log (2 * Real.cosh y))
      (2 * Real.sinh x / (2 * Real.cosh x)) x :=
    ((Real.hasDerivAt_cosh x).const_mul 2).log (by positivity)
  have h2 : HasDerivAt (fun y => y * (Real.sinh y / Real.cosh y))
      (1 * (Real.sinh x / Real.cosh x) +
        x * ((Real.cosh x * Real.cosh x - Real.sinh x * Real.sinh x) / Real.cosh x ^ 2)) x :=
    (hasDerivAt_id' x).fun_mul
      ((Real.hasDerivAt_sinh x).fun_div (Real.hasDerivAt_cosh x) hc.ne')
  have hs : twoLevelEntropy =
      fun y => Real.log (2 * Real.cosh y) - y * (Real.sinh y / Real.cosh y) := by
    funext y
    simp only [twoLevelEntropy, Real.tanh_eq_sinh_div_cosh]
  have h3 : Real.cosh x * Real.cosh x - Real.sinh x * Real.sinh x = 1 := by
    linear_combination Real.cosh_sq x
  rw [hs]
  refine (h1.fun_sub h2).congr_deriv ?_
  -- the two `tanh` terms cancel
  rw [h3, mul_div_mul_left _ _ (two_ne_zero : (2 : ℝ) ≠ 0)]
  ring
```

The next theorem states strict decrease on `Ici 0`, the closed half-line \([0,\infty)\). It turns on Mathlib's `strictAntiOn_of_deriv_neg`, which packages the mean value argument. That lemma asks for a convex set, continuity on the whole set, and a negative derivative on its *interior* only.

The last condition matters here because \(s'(0)=0\). A criterion that demanded a negative slope at every point of \([0,\infty)\) would fail at the end point, while one restricted to \((0,\infty)\) would leave out the zero-gap state. In the proof, the first bullet obtains continuity from differentiability. In the second, `hx` places `x` in the interior of `Ici 0`, and `simpa` turns this into `0 < x`, from which the sign of the slope follows.

```lean
/-- The two-level entropy is strictly decreasing in the reduced half-gap `x ≥ 0`. -/
theorem twoLevelEntropy_strictAntiOn : StrictAntiOn twoLevelEntropy (Ici 0) := by
  apply strictAntiOn_of_deriv_neg (convex_Ici 0)
  · exact fun x _ => (hasDerivAt_twoLevelEntropy x).continuousAt.continuousWithinAt
  · intro x hx
    have hx0 : 0 < x := by simpa using hx
    have hc := Real.cosh_pos x
    have hpos : 0 < x / Real.cosh x ^ 2 := by positivity
    rw [(hasDerivAt_twoLevelEntropy x).deriv]
    linarith
```

## Equal entropy as a condition on temperatures

The ratio law takes four positive reals and gives an equivalence. It compares two equilibrium states and contains no dynamics: whether a particular field sweep keeps the entropy constant is a separate physical question. The ratio of half-gaps `D' / D` is also the ratio of the full gaps.

The facts `hx` and `hx'` place both reduced half-gaps in `Ici 0`. There `injOn.eq_iff` replaces equality of entropies by equality of arguments. The two uses of `div_eq_div_iff` clear denominators, after which both sides are the same equation up to the order of factors.

```lean
/-- Two states of a two-level system, with positive gaps and positive temperatures, have the same
entropy exactly when their temperatures are in the ratio of their gaps. -/
theorem isentropic_iff {D D' T T' : ℝ} (hD : 0 < D) (hD' : 0 < D') (hT : 0 < T) (hT' : 0 < T') :
    twoLevelEntropy (D / T) = twoLevelEntropy (D' / T') ↔ T' / T = D' / D := by
  have hx : D / T ∈ Ici (0 : ℝ) := mem_Ici.2 (div_pos hD hT).le
  have hx' : D' / T' ∈ Ici (0 : ℝ) := mem_Ici.2 (div_pos hD' hT').le
  -- a strictly decreasing function is injective, so the reduced half-gaps agree
  rw [twoLevelEntropy_strictAntiOn.injOn.eq_iff hx hx', div_eq_div_iff hT.ne' hT'.ne',
    div_eq_div_iff hT.ne' hD.ne']
  constructor <;> intro h <;> linarith
```

## Magnetising, then cooling

The isothermal statement allows `D = 0`, so it covers a magnetisation that starts from degenerate levels. The proof applies strict decrease to \(D/T<D'/T\), an inequality supplied by `gcongr`.

```lean
/-- Widening the gap of a two-level system at fixed positive temperature lowers the entropy. -/
theorem isothermal_entropy_lt {D D' T : ℝ} (hD : 0 ≤ D) (hDD' : D < D') (hT : 0 < T) :
    twoLevelEntropy (D' / T) < twoLevelEntropy (D / T) := by
  have hD' : 0 ≤ D' := hD.trans hDD'.le
  exact twoLevelEntropy_strictAntiOn (mem_Ici.2 (div_nonneg hD hT.le))
    (mem_Ici.2 (div_nonneg hD' hT.le)) (by gcongr)
```

For the isentropic stage, the hypothesis `hS` is the equality of the two entropies. The ratio law converts it to \(T'/T=D'/D\). The proof then uses `div_lt_one` to rewrite \(T'<T\) as \(T'/T<1\), replaces the ratio by \(D'/D\), and uses `div_lt_one` again to turn \(D'/D<1\) into \(D'<D\).

```lean
/-- Between two states of equal entropy, with positive gaps and positive temperatures, the
temperature falls exactly when the gap falls. -/
theorem isentropic_cooling_iff {D D' T T' : ℝ} (hD : 0 < D) (hD' : 0 < D') (hT : 0 < T)
    (hT' : 0 < T') (hS : twoLevelEntropy (D / T) = twoLevelEntropy (D' / T')) :
    T' < T ↔ D' < D := by
  have h := (isentropic_iff hD hD' hT hT').1 hS
  rw [← div_lt_one hT, h, div_lt_one hD]
```

The comparison with zero gap first evaluates \(s(0)=\ln 2\), then applies strict decrease between \(0\) and \(D/T\).

```lean
/-- At zero gap the entropy is `ln 2`, and at any positive gap and temperature it is
strictly smaller. -/
theorem entropy_lt_zero_gap {D T : ℝ} (hD : 0 < D) (hT : 0 < T) :
    twoLevelEntropy 0 = Real.log 2 ∧ twoLevelEntropy (D / T) < Real.log 2 := by
  have h0 : twoLevelEntropy 0 = Real.log 2 := by simp [twoLevelEntropy]
  refine ⟨h0, ?_⟩
  rw [← h0]
  exact twoLevelEntropy_strictAntiOn (mem_Ici.2 le_rfl)
    (mem_Ici.2 (div_pos hD hT).le) (div_pos hD hT)
```

## The limit set by an internal field

The last theorem assumes `0 < b`, positive temperatures and equal entropies at the two applied fields. Its conclusion has two parts: the lower bound on `T'`, and the equivalence between reaching that bound and `h' = 0`.

The step `key` solves the ratio law for the final temperature, and `hle` is the inequality \(b\le\sqrt{h'^2+b^2}\). Together they give the bound. For the equality case, cancelling the common factors leaves `halfGap h' b = b`, and squaring yields \(h'^2=0\). Conversely, setting the final applied field to zero makes the half-gap equal to \(b\).

```lean
/-- With an internal field `b > 0`, a change of applied field from `h` to `h'` at constant entropy
ends at a temperature of at least `T b / √(h² + b²)`, with equality exactly when `h' = 0`. -/
theorem internal_field_limit {h h' b T T' : ℝ} (hb : 0 < b) (hT : 0 < T) (hT' : 0 < T')
    (hS : twoLevelEntropy (halfGap h b / T) = twoLevelEntropy (halfGap h' b / T')) :
    T * b / halfGap h b ≤ T' ∧ (T' = T * b / halfGap h b ↔ h' = 0) := by
  have hD : 0 < halfGap h b := Real.sqrt_pos.2 (by positivity)
  have hD' : 0 < halfGap h' b := Real.sqrt_pos.2 (by positivity)
  -- the ratio law fixes the final temperature
  have key : T' = T * halfGap h' b / halfGap h b := by
    have hr := (isentropic_iff hD hD' hT hT').1 hS
    rw [div_eq_iff hT.ne'] at hr
    rw [hr]
    ring
  -- the internal field bounds the gap from below
  have hle : b ≤ halfGap h' b := (Real.le_sqrt' hb).2 (by nlinarith [sq_nonneg h'])
  refine ⟨?_, ?_, ?_⟩
  · rw [key]
    gcongr
  · intro he
    rw [key, div_left_inj' hD.ne'] at he
    have hgap : halfGap h' b = b := mul_left_cancel₀ hT.ne' he
    have hsq : halfGap h' b ^ 2 = h' ^ 2 + b ^ 2 := Real.sq_sqrt (by positivity)
    rw [hgap] at hsq
    exact (pow_eq_zero_iff two_ne_zero).1 (by linarith)
  · intro h0
    have hgap : halfGap 0 b = b := by simp [halfGap, Real.sqrt_sq hb.le]
    rw [key, h0, hgap]

end

end AdiabaticDemagnetisation
```

```lean
#print axioms AdiabaticDemagnetisation.twoLevelEntropy_strictAntiOn
#print axioms AdiabaticDemagnetisation.isentropic_cooling_iff
#print axioms AdiabaticDemagnetisation.entropy_lt_zero_gap
#print axioms AdiabaticDemagnetisation.internal_field_limit
```

```
'AdiabaticDemagnetisation.twoLevelEntropy_strictAntiOn' depends on axioms: [propext, Classical.choice, Quot.sound]
'AdiabaticDemagnetisation.isentropic_cooling_iff' depends on axioms: [propext, Classical.choice, Quot.sound]
'AdiabaticDemagnetisation.entropy_lt_zero_gap' depends on axioms: [propext, Classical.choice, Quot.sound]
'AdiabaticDemagnetisation.internal_field_limit' depends on axioms: [propext, Classical.choice, Quot.sound]
```

## Isentropes in a numerical calculation

For a single two-level spin, the final temperature of an isentropic step needs no root finding: a program multiplies \(T\) by the ratio of the half-gaps. Starting from \(h=10\,b\) and ending at \(h'=0\), the factor is \(1/\sqrt{101}\approx 0.0995\), so the temperature drops about tenfold.

For a spectrum whose levels do not all scale by a common factor, the usual route is to solve \(S(T')=S(T)\) numerically, with the new spectrum on the left. The two-level formula is then a convenient test case for the solver.

When the entropy itself is evaluated, \(\cosh x\) overflows at large \(x\), and the two terms of \(s\) nearly cancel. For \(x\ge 0\) the equivalent form
\[
s(x) = \ln\!\left(1+e^{-2x}\right) + \frac{2x\,e^{-2x}}{1+e^{-2x}}
\]
avoids both problems, provided that the logarithm is computed with a `log1p` routine. Near \(x=0\) the difficulty lies instead in recovering \(x\) from \(s\): the slope vanishes there, so a small error in the entropy becomes a much larger one in the reduced half-gap.
